# For positive exchange, two electrons in a single p shell with an isotropic Coulomb interaction have the triplet lowest and term gaps in ratio 3/2

## Three levels of three states, or levels of three, five and one?

Because I didn't know which levels to expect, I took a wrong spectrum for a right one. I had put two electrons into three p orbitals with a repulsion \(A\) between different orbitals, \(A+2J\) within one orbital, and an exchange integral \(J>0\). I left out the pair hopping that moves both electrons from one orbital into another, since it looked like a small correction. The nine orbital states then fell into three neat levels of three, at \(A-J\), \(A+J\) and \(A+2J\).

An atom should give a \(^3P\), a \(^1D\) and a \(^1S\) term, with three, five and one orbital states. What does the complete interaction do to my levels? And do the distances between the terms depend on the values of \(A\) and \(J\), or is their ratio fixed?

## Pair hopping gathers five states at \(A+J\) and lifts one to \(A+4J\)

The ratio is fixed. With pair hopping included, the levels are \(A-J\), \(A+J\) and \(A+4J\), so the gaps are \(2J\) and \(3J\), whatever the value of \(A\).

Your truncation damages only the three doubly occupied states. Pair hopping couples each of them to the other two with strength \(J\), so their block is \((A+J)\) times the identity plus \(J\) times the matrix of ones. The matrix of ones has eigenvalues 0, 0 and 3. Two states therefore drop to \(A+J\), where they join the three symmetric states already there, and the third rises to \(A+4J\).

### The interaction as a map on matrices

Take \(M\) real orthonormal orbitals, and let \(X_{kl}\) be the amplitude for electron one in orbital \(k\) and electron two in orbital \(l\). The interaction has the matrix elements

\[
\langle ij|v|kl\rangle = A\,\delta_{ik}\delta_{jl} + J\left(\delta_{jk}\delta_{il}+\delta_{ij}\delta_{kl}\right).
\]

For \(i\neq j\) this gives the direct repulsion \(\langle ij|v|ij\rangle=A\), the exchange \(\langle ij|v|ji\rangle=J\) and the pair hopping \(\langle ii|v|jj\rangle=J\). Within one orbital, \(\langle ii|v|ii\rangle=A+2J\). Summing over \(k\) and \(l\) removes the Kronecker deltas:

\[
V(X)_{ij}=\sum_{kl}\langle ij|v|kl\rangle X_{kl}=A X_{ij}+J X_{ji}+J\,\delta_{ij}\operatorname{tr}X .
\]

As a matrix equation, \(V(X)=AX+JX^T+J\operatorname{tr}(X)\,1\). Three kinds of amplitude are now easy to treat.

- If \(X^T=-X\), then \(\operatorname{tr}X=\operatorname{tr}X^T=-\operatorname{tr}X\), so the trace is zero and \(V(X)=(A-J)X\).
- If \(X^T=X\) and \(\operatorname{tr}X=0\), then \(V(X)=(A+J)X\).
- If \(X=c\,1\), then \(\operatorname{tr}X=Mc\) and \(V(X)=(A+J+MJ)X=(A+(M+1)J)X\).

### No other eigenvalue occurs

Suppose \(V(X)=EX\) with \(X\neq0\). Subtracting the \(ji\) entry of this equation from the \(ij\) entry gives

\[
(A-J-E)(X_{ij}-X_{ji})=0,
\]

and taking the trace gives

\[
(A+(M+1)J-E)\operatorname{tr}X=0 .
\]

If \(E\) is neither \(A-J\) nor \(A+(M+1)J\), then \(X\) is symmetric and traceless. The eigenvalue equation becomes \((A+J-E)X=0\), and since \(X\neq0\), \(E=A+J\).

Conversely, all three values occur as soon as there are two different orbitals \(a\) and \(b\). Let \(U_{ab}\) be the matrix with a single 1 in row \(a\), column \(b\). Normalised eigenvectors are \((U_{ab}-U_{ba})/\sqrt2\), \((U_{ab}+U_{ba})/\sqrt2\) and \(1/\sqrt M\), in the order of the three values.

### Spin selects the orbital symmetry

Write the full state as amplitudes \(\Psi_{\sigma\tau}\), one matrix for each pair of spins \(\sigma,\tau\) of electrons one and two. Exchanging the electrons swaps the spins and transposes the matrix, so the Pauli principle reads \(\Psi_{\tau\sigma}=-\Psi_{\sigma\tau}^T\). A triplet is symmetric in the spins, \(\Psi_{\tau\sigma}=\Psi_{\sigma\tau}\), which makes each matrix antisymmetric. A singlet is antisymmetric in the spins, which makes each matrix symmetric.

For \(M=3\) the triplet energy is therefore \(e_P=A-J\). The traceless symmetric amplitudes have \(e_D=A+J\), and the scalar one has \(e_S=A+4J\). Hence

\[
\frac{e_S-e_D}{e_D-e_P}=\frac{3J}{2J}=\frac32 ,
\]

and for \(J>0\) the order is \(e_P<e_D<e_S\).

The same argument in Lean 4 is as follows.

```lean
import Mathlib

open Matrix

namespace AtomicCoulombTerms

variable {M : ℕ}

/-- The isotropic Coulomb matrix element `⟨ij|v|kl⟩` between real orbitals, with direct
parameter `A` and exchange parameter `J`. -/
def coulomb (A J : ℝ) (i j k l : Fin M) : ℝ :=
  A * ((1 : Matrix (Fin M) (Fin M) ℝ) i k * (1 : Matrix (Fin M) (Fin M) ℝ) j l) +
  J * ((1 : Matrix (Fin M) (Fin M) ℝ) j k * (1 : Matrix (Fin M) (Fin M) ℝ) i l +
    (1 : Matrix (Fin M) (Fin M) ℝ) i j * (1 : Matrix (Fin M) (Fin M) ℝ) k l)

/-- The Coulomb interaction acting on the amplitude `X k l` for electron one in orbital `k`
and electron two in orbital `l`. -/
def pairV (A J : ℝ) (X : Matrix (Fin M) (Fin M) ℝ) : Matrix (Fin M) (Fin M) ℝ :=
  fun i j => ∑ k, ∑ l, coulomb A J i j k l * X k l

/-- The Pauli principle: the two-electron amplitude changes sign when spins and orbitals
are exchanged together. -/
def Pauli (Ψ : Fin 2 → Fin 2 → Matrix (Fin M) (Fin M) ℝ) : Prop :=
  ∀ σ τ, Ψ τ σ = -(Ψ σ τ)ᵀ

/-- The interaction is a direct term, an exchange of the two electrons, and a term that
scatters pairs between doubly occupied orbitals. -/
theorem pairV_eq (A J : ℝ) (X : Matrix (Fin M) (Fin M) ℝ) :
    pairV A J X = A • X + J • Xᵀ + (J * trace X) • (1 : Matrix (Fin M) (Fin M) ℝ) := by
  ext i j
  have h1 : ∑ k, ∑ l, (1 : Matrix (Fin M) (Fin M) ℝ) i k *
      (1 : Matrix (Fin M) (Fin M) ℝ) j l * X k l = X i j := by
    simp [Matrix.one_apply]
  have h2 : ∑ k, ∑ l, (1 : Matrix (Fin M) (Fin M) ℝ) j k *
      (1 : Matrix (Fin M) (Fin M) ℝ) i l * X k l = X j i := by
    simp [Matrix.one_apply]
  have h3 : ∑ k, ∑ l, (1 : Matrix (Fin M) (Fin M) ℝ) i j *
      (1 : Matrix (Fin M) (Fin M) ℝ) k l * X k l
      = trace X * (1 : Matrix (Fin M) (Fin M) ℝ) i j := by
    by_cases h : i = j <;> simp [Matrix.one_apply, h, Matrix.trace]
  simp only [Matrix.add_apply, Matrix.smul_apply, Matrix.transpose_apply, smul_eq_mul]
  rw [mul_assoc J, ← h3, ← h1, ← h2]
  simp only [pairV, coulomb, Finset.mul_sum, ← Finset.sum_add_distrib]
  exact Finset.sum_congr rfl fun k _ => Finset.sum_congr rfl fun l _ => by ring

/-- An antisymmetric amplitude is multiplied by `A - J`. -/
theorem pairV_antisymm (A J : ℝ) {X : Matrix (Fin M) (Fin M) ℝ} (hX : Xᵀ = -X) :
    pairV A J X = (A - J) • X := by
  have ht := Matrix.trace_transpose X
  rw [hX, Matrix.trace_neg] at ht
  have h0 : trace X = 0 := by linarith
  rw [pairV_eq, hX, h0]
  module

/-- A traceless symmetric amplitude is multiplied by `A + J`. -/
theorem pairV_traceless (A J : ℝ) {X : Matrix (Fin M) (Fin M) ℝ} (hX : Xᵀ = X)
    (h0 : trace X = 0) : pairV A J X = (A + J) • X := by
  rw [pairV_eq, hX, h0]
  module

/-- A scalar amplitude `c 1` is multiplied by `A + (M + 1) J`. -/
theorem pairV_scalar (A J c : ℝ) :
    pairV A J (c • (1 : Matrix (Fin M) (Fin M) ℝ)) =
      (A + ((M : ℝ) + 1) * J) • (c • (1 : Matrix (Fin M) (Fin M) ℝ)) := by
  rw [pairV_eq, Matrix.transpose_smul, Matrix.transpose_one, Matrix.trace_smul,
    Matrix.trace_one, Fintype.card_fin, smul_eq_mul]
  module

/-- For at least two orbitals, the eigenvalues of the interaction are exactly `A - J`,
`A + J` and `A + (M + 1) J`. -/
theorem spectrum_iff (hM : 2 ≤ M) (A J E : ℝ) :
    (∃ X : Matrix (Fin M) (Fin M) ℝ, X ≠ 0 ∧ pairV A J X = E • X) ↔
      E = A - J ∨ E = A + J ∨ E = A + ((M : ℝ) + 1) * J := by
  constructor
  · rintro ⟨X, hX, h⟩
    by_contra hE
    simp only [not_or] at hE
    obtain ⟨h1, h2, h3⟩ := hE
    rw [pairV_eq] at h
    have hent : ∀ i j, A * X i j + J * X j i +
        J * trace X * (1 : Matrix (Fin M) (Fin M) ℝ) i j = E * X i j :=
      fun i j => congrFun (congrFun h i) j
    -- the antisymmetric part vanishes
    have hs : ∀ i j, X j i = X i j := by
      intro i j
      have hd : (1 : Matrix (Fin M) (Fin M) ℝ) j i = (1 : Matrix (Fin M) (Fin M) ℝ) i j :=
        congrFun (congrFun Matrix.transpose_one i) j
      have e : (A - J - E) * (X i j - X j i) = 0 := by
        linear_combination hent i j - hent j i + J * trace X * hd
      have := (mul_eq_zero.mp e).resolve_left (fun q => h1 (by linarith))
      linarith
    -- the trace vanishes
    have ht := congrArg Matrix.trace h
    simp only [Matrix.trace_add, Matrix.trace_smul, Matrix.trace_transpose,
      Matrix.trace_one, Fintype.card_fin, smul_eq_mul] at ht
    have e : (A + ((M : ℝ) + 1) * J - E) * trace X = 0 := by linear_combination ht
    have h0 := (mul_eq_zero.mp e).resolve_left (fun q => h3 (by linarith))
    -- nothing is left
    apply hX
    ext i j
    have e' : (A + J - E) * X i j = 0 := by
      have := hent i j
      rw [hs i j, h0] at this
      linear_combination this
    exact (mul_eq_zero.mp e').resolve_left (fun q => h2 (by linarith))
  · obtain ⟨a, b, hab⟩ : ∃ a b : Fin M, a ≠ b :=
      ⟨⟨0, by omega⟩, ⟨1, by omega⟩, by simp⟩
    rintro (rfl | rfl | rfl)
    · refine ⟨Matrix.single a b 1 - Matrix.single b a 1, fun h => ?_, pairV_antisymm A J ?_⟩
      · have := congrFun (congrFun h a) b
        simp [hab, hab.symm] at this
      · rw [Matrix.transpose_sub, Matrix.transpose_single, Matrix.transpose_single, neg_sub]
    · refine ⟨Matrix.single a b 1 + Matrix.single b a 1, fun h => ?_,
        pairV_traceless A J ?_ ?_⟩
      · have := congrFun (congrFun h a) b
        simp [hab, hab.symm] at this
      · rw [Matrix.transpose_add, Matrix.transpose_single, Matrix.transpose_single, add_comm]
      · refine Finset.sum_eq_zero fun x _ => ?_
        simp only [Matrix.diag_apply, Matrix.add_apply, Matrix.single_apply]
        rw [if_neg (fun q : a = x ∧ b = x => hab (q.1.trans q.2.symm)),
          if_neg (fun q : b = x ∧ a = x => hab (q.2.trans q.1.symm)), add_zero]
    · refine ⟨(1 : ℝ) • 1, fun h => ?_, pairV_scalar A J 1⟩
      have := congrFun (congrFun h a) a
      simp at this

/-- Under the Pauli principle, symmetry in the spins (triplet) means antisymmetry in the
orbitals, and antisymmetry in the spins (singlet) means symmetry in the orbitals. -/
theorem spin_orbital_symmetry {Ψ : Fin 2 → Fin 2 → Matrix (Fin M) (Fin M) ℝ}
    (hΨ : Pauli Ψ) :
    ((∀ σ τ, Ψ τ σ = Ψ σ τ) ↔ ∀ σ τ, (Ψ σ τ)ᵀ = -Ψ σ τ) ∧
    ((∀ σ τ, Ψ τ σ = -Ψ σ τ) ↔ ∀ σ τ, (Ψ σ τ)ᵀ = Ψ σ τ) := by
  refine ⟨⟨fun h σ τ => ?_, fun h σ τ => ?_⟩, ⟨fun h σ τ => ?_, fun h σ τ => ?_⟩⟩
  · have a := (h σ τ).symm.trans (hΨ σ τ)
    exact (neg_eq_iff_eq_neg.mpr a).symm
  · rw [hΨ σ τ, h σ τ, neg_neg]
  · exact neg_injective ((hΨ σ τ).symm.trans (h σ τ))
  · rw [hΨ σ τ, h σ τ]

/-- Two electrons in three p orbitals with `J > 0`: the energy `eP` of a spin triplet lies below
the energy `eD` of a traceless symmetric amplitude, which lies below the energy `eS` of the
scalar amplitude, and the upper gap is `3/2` of the lower one. -/
theorem p_two_terms {A J eP eD eS : ℝ} (hJ : 0 < J)
    {Ψ : Fin 2 → Fin 2 → Matrix (Fin 3) (Fin 3) ℝ} (hΨ : Pauli Ψ)
    (htrip : ∀ σ τ, Ψ τ σ = Ψ σ τ) (hne : ∃ σ τ, Ψ σ τ ≠ 0)
    (hP : ∀ σ τ, pairV A J (Ψ σ τ) = eP • Ψ σ τ)
    {D : Matrix (Fin 3) (Fin 3) ℝ} (hD0 : D ≠ 0) (hDs : Dᵀ = D) (hDt : trace D = 0)
    (hD : pairV A J D = eD • D)
    (hS : pairV A J (1 : Matrix (Fin 3) (Fin 3) ℝ) = eS • (1 : Matrix (Fin 3) (Fin 3) ℝ)) :
    eP < eD ∧ eD < eS ∧ (eS - eD) / (eD - eP) = 3 / 2 := by
  obtain ⟨σ, τ, h0⟩ := hne
  -- each energy is fixed by its nonzero eigenvector
  have h1 : eP = A - J := smul_left_injective ℝ h0
    ((hP σ τ).symm.trans (pairV_antisymm A J ((spin_orbital_symmetry hΨ).1.mp htrip σ τ)))
  have h2 : eD = A + J := smul_left_injective ℝ hD0
    (hD.symm.trans (pairV_traceless A J hDs hDt))
  have h3 : eS = A + 4 * J := by
    have hs := pairV_scalar (M := 3) A J 1
    rw [one_smul] at hs
    have h : eS = A + (((3 : ℕ) : ℝ) + 1) * J :=
      smul_left_injective ℝ (one_ne_zero (α := Matrix (Fin 3) (Fin 3) ℝ)) (hS.symm.trans hs)
    rw [h]
    push_cast
    ring
  subst h1 h2 h3
  refine ⟨by linarith, by linarith, ?_⟩
  rw [div_eq_iff (fun h => by linarith)]
  ring

end AtomicCoulombTerms
```

```lean
#print axioms AtomicCoulombTerms.spectrum_iff
#print axioms AtomicCoulombTerms.p_two_terms
```

```
'AtomicCoulombTerms.spectrum_iff' depends on axioms: [propext, Classical.choice, Quot.sound]
'AtomicCoulombTerms.p_two_terms' depends on axioms: [propext, Classical.choice, Quot.sound]
```

### What the Lean statements say about the atom

`Fin M` labels the orbitals, and a real `Matrix (Fin M) (Fin M) ℝ` is a pair amplitude, with its row for electron one and its column for electron two. The entries of the matrix `1` serve as Kronecker deltas. `coulomb` is the matrix element above, and `pairV` is defined as its contraction with the amplitude. The compact formula for \(V\) is then a theorem, `pairV_eq`.

`spectrum_iff` says that, for `2 ≤ M`, a real number `E` has a nonzero eigenvector exactly when it is one of the three values. It places no condition on the sign of `J`; at `J = 0` the three values coincide. It doesn't count states. The numbers three, five and one come from the dimensions of the three matrix spaces at \(M=3\).

In `Pauli` and `spin_orbital_symmetry`, the two elements of `Fin 2` are spin up and spin down. The second of these proves both equivalences, for the triplet and for the singlet, for any state that obeys the Pauli principle.

`p_two_terms` takes a nonzero triplet `Ψ` whose components all have energy `eP`, a nonzero traceless symmetric matrix `D` with energy `eD`, and the identity matrix with energy `eS`. These eigenvalue hypotheses only give names to the energies, because the earlier theorems show that such amplitudes are eigenvectors. The conclusion is the strict order and the ratio. The letters P, D and S are the usual spectroscopic names; the file identifies the terms by matrix symmetry and doesn't construct angular momentum.

The condition `0 < J` stands for a property of the Coulomb force: the exchange integral is the Coulomb integral of the overlap density \(\varphi_i\varphi_j\) with itself, and this integral is positive even though the density changes sign. The form of `coulomb` is itself an assumption. It fits a p shell with spherical symmetry, whereas a general d shell needs a third parameter. The orbitals are fixed, the amplitudes are real, and there are no one-electron energies and no other shells. In a real atom, mixing with other configurations can change the ratio.

For a multi-orbital Hubbard code, these levels are a check on the interaction matrix of one isolated shell that holds two electrons and has this two-parameter form. Your truncated matrix fails it, since its gaps \(2J\) and \(J\) have ratio \(1/2\).

### What happens for negative \(J\) or a single orbital

Take \(A=0\) and \(J=-1\) in the p shell. No Coulomb repulsion gives these values; they only test the hypothesis. The energies become \(e_P=1\), \(e_D=-1\) and \(e_S=-4\), so the triplet is highest. The ratio is still \((-3)/(-2)=3/2\). The order therefore needs more than \(J\neq0\), while the ratio does not.

The spectrum theorem fails for a single orbital with \(A=0\) and \(J=1\). There \(V(X)=2X\), and the value \(A-J=-1\) has no eigenvector, because a \(1\times1\) antisymmetric matrix is zero.

### From the contraction to the ratio in Lean

In `pairV_eq`, the steps `h1`, `h2` and `h3` evaluate the three delta contractions: they give `X i j`, `X j i` and the trace times a delta. The remaining lines collect them into one double sum and compare it with the definition term by term.

`pairV_antisymm` first derives that the trace vanishes, from the equality of the traces of \(X\) and \(X^T\). `pairV_traceless` and `pairV_scalar` substitute their symmetry and trace into the formula. In all three, `module` collects the scalar factors.

The forward half of `spectrum_iff` assumes that `E` differs from all three values and shows that `X` must then be zero. The entrywise eigenvalue equation is `hent`. The first `linear_combination` subtracts two of its entries, which yields the factor \(A-J-E\), and `hs` concludes that `X` is symmetric. Taking the trace of the matrix equation gives `h0`, that the trace is zero. The last factor, \(A+J-E\), then removes every entry, which contradicts `X ≠ 0`. Each time, `mul_eq_zero` supplies the step from a vanishing product to a vanishing factor.

The reverse half picks two different orbitals `a` and `b` and builds the eigenvectors from `Matrix.single`, without the factors \(1/\sqrt2\). For the third value it uses the identity matrix. In each case one entry shows that the matrix is nonzero.

`spin_orbital_symmetry` combines the Pauli condition with the spin symmetry in each direction, which is a matter of moving a minus sign. `p_two_terms` uses it to turn the triplet into antisymmetric matrices. Each amplitude then satisfies two eigenvalue equations, one from the hypotheses and one from the earlier theorems, and `smul_left_injective` cancels the nonzero amplitude to equate the two energies. Once \(A-J\), \(A+J\) and \(A+4J\) are substituted, `linarith` proves the order, and `div_eq_iff` with `ring` proves the ratio.
